# For a finite Hermitian Hamiltonian, the energy error of an approximate lowest orbital bounds how far the deflated minimum falls below the second level

In a band-by-band calculation the lowest orbital is found by minimising the energy expectation value, for instance with conjugate gradients, and the iteration stops after finitely many steps at a unit vector u that is usually not an exact eigenvector. For the second orbital the energy is then minimised among unit vectors orthogonal to u. The question is how far the error in u can shift the minimum of this second search. For a fixed Hermitian operator H on a finite-dimensional complex space of dimension at least two, with lowest eigenvalues E₁ ≤ E₂ counted with multiplicity, the minimum m of the Rayleigh quotient on the complement of u obeys

    0 ≤ E₂ − m ≤ ⟨u,Hu⟩ − E₁.

The constrained minimum never lies above E₂, and it lies below E₂ by at most the energy error of u. This applies to the second band of a one-particle Hamiltonian in a finite basis, for a crystal at one k-point. The Hamiltonian is the same in both minimisations; a self-consistent update between them is not covered.

## States, energies and the constrained minimum

The state space is `E`, and `H` is a complex-linear map on it. The inner product `⟪v, w⟫_ℂ` is conjugate-linear in its first slot, as in Dirac notation. The symbols `b`, `ε`, `i`, `j` will denote an orthonormal basis bₖ indexed by a finite set, real numbers εₖ, and two indices.

```lean
import Mathlib

open scoped InnerProductSpace
open ComplexConjugate

namespace DeflatedBandError

noncomputable section

variable {E : Type*} [NormedAddCommGroup E] [InnerProductSpace ℂ E] {ι : Type*} [Fintype ι]
  {H : E →ₗ[ℂ] E} {b : OrthonormalBasis ι ℂ E} {ε : ι → ℝ} {i j : ι}
```

The expectation value of H in a vector v, not necessarily normalised, is ⟨v,Hv⟩. It is real for Hermitian H; the definition takes the real part to obtain a number of type ℝ, and the real part is understood below.

```lean
/-- The expectation value `Re ⟨v, H v⟩`. -/
def energy (H : E →ₗ[ℂ] E) (v : E) : ℝ := (⟪v, H v⟫_ℂ).re
```

Dividing by the squared norm gives the Rayleigh quotient,

    R(v) = ⟨v,Hv⟩ / ‖v‖².

```lean
/-- The Rayleigh quotient `Re ⟨v, H v⟩ / ‖v‖²`. -/
def rayleigh (H : E →ₗ[ℂ] E) (v : E) : ℝ := energy H v / ‖v‖ ^ 2
```

The second minimisation can reach the values R(v) with v ≠ 0 and ⟨u,v⟩ = 0.

```lean
/-- Values of the Rayleigh quotient on nonzero vectors orthogonal to `u`. -/
def deflatedValues (H : E →ₗ[ℂ] E) (u : E) : Set ℝ :=
  {r | ∃ v, v ≠ 0 ∧ ⟪u, v⟫_ℂ = 0 ∧ rayleigh H v = r}
```

The number m is defined as the infimum of this set. Mathlib's `sInf` returns 0 for a set of reals that is empty or not bounded below, so attainment is proved separately and made part of the main statement.

```lean
/-- Infimum of the Rayleigh quotient on the orthogonal complement of `u`. -/
def deflatedMin (H : E →ₗ[ℂ] E) (u : E) : ℝ := sInf (deflatedValues H u)
```

Mathlib lists the eigenvalues of a Hermitian operator in descending order with multiplicity; `k.rev` reads the list from the other end. `H.IsSymmetric` says ⟨Hx,y⟩ = ⟨x,Hy⟩ for all x and y. Lean counts from zero, so E₁ is `level hH hn 0` and E₂ is `level hH hn 1`.

```lean
/-- The eigenvalues of a Hermitian operator in ascending order, with multiplicity. -/
def level [FiniteDimensional ℂ E] {n : ℕ} (hH : H.IsSymmetric) (hn : Module.finrank ℂ E = n)
    (k : Fin n) : ℝ := hH.eigenvalues hn k.rev
```

The estimates use only an orthonormal eigenbasis, Hbₖ = εₖbₖ, with two distinct indices i and j such that εᵢ ≤ εⱼ and εⱼ ≤ εₖ for every k ≠ i. Then εᵢ = E₁ and εⱼ = E₂, and a degenerate ground level, εᵢ = εⱼ, is allowed.

```lean
/-- `b` is an orthonormal eigenbasis of `H` with real eigenvalues `ε`, of which `ε i` is the
lowest and `ε j` the second lowest, counted with multiplicity. -/
structure LowestPair (H : E →ₗ[ℂ] E) (b : OrthonormalBasis ι ℂ E) (ε : ι → ℝ) (i j : ι) :
    Prop where
  eigen : ∀ k, H (b k) = (ε k : ℂ) • b k
  ne : i ≠ j
  le : ε i ≤ ε j
  rest : ∀ k, k ≠ i → ε j ≤ ε k
```

## A lower bound from the weight on the lowest state

Expanding v = Σₖ ⟨bₖ,v⟩ bₖ and applying H term by term gives Hv = Σₖ ⟨bₖ,v⟩ εₖ bₖ, which is `h1` below. Taking the inner product with v and using ⟨v,bₖ⟩⟨bₖ,v⟩ = |⟨bₖ,v⟩|² yields

    ⟨v,Hv⟩ = Σₖ εₖ |⟨bₖ,v⟩|².

```lean
/-- Spectral expansion: the expectation value is the sum of eigenvalues weighted by the
squared overlaps with the eigenvectors. -/
theorem energy_expand (heig : ∀ k, H (b k) = (ε k : ℂ) • b k) (v : E) :
    energy H v = ∑ k, ε k * ‖⟪b k, v⟫_ℂ‖ ^ 2 := by
  have h1 : H v = ∑ k, ⟪b k, v⟫_ℂ • ((ε k : ℂ) • b k) :=
    calc H v = H (∑ k, ⟪b k, v⟫_ℂ • b k) := by rw [b.sum_repr']
      _ = _ := by simp only [map_sum, map_smul, heig]
  rw [energy, h1, inner_sum, Complex.re_sum]
  refine Finset.sum_congr rfl fun k _ => ?_
  rw [inner_smul_right, inner_smul_right, ← inner_conj_symm v (b k), mul_left_comm,
    Complex.mul_conj, ← Complex.ofReal_mul, Complex.ofReal_re, Complex.normSq_eq_norm_sq]
```

Subtracting εⱼ times Parseval's identity ‖v‖² = Σₖ |⟨bₖ,v⟩|² gives

    ⟨v,Hv⟩ − εⱼ‖v‖² = Σₖ (εₖ − εⱼ) |⟨bₖ,v⟩|².

Every term with k ≠ i is nonnegative. Dropping these terms leaves

    ⟨v,Hv⟩ ≥ E₂‖v‖² − (E₂ − E₁) |⟨bᵢ,v⟩|².

A vector gets below E₂ only through its weight on the lowest eigenvector. In the proof `h3` is the identity, `h1` splits off the term k = i, `h2` is the sign of the remaining sum, and `linarith` combines them.

```lean
/-- The expectation value is at least `E₂ ‖v‖²` minus the gap `E₂ - E₁` times the squared
overlap of `v` with the lowest eigenvector. -/
theorem energy_lower (h : LowestPair H b ε i j) (v : E) :
    ε j * ‖v‖ ^ 2 - (ε j - ε i) * ‖⟪b i, v⟫_ℂ‖ ^ 2 ≤ energy H v := by
  classical
  have h1 := Finset.add_sum_erase Finset.univ
    (fun k => (ε k - ε j) * ‖⟪b k, v⟫_ℂ‖ ^ 2) (Finset.mem_univ i)
  -- all states other than `i` lie at or above `ε j`
  have h2 : 0 ≤ ∑ k ∈ Finset.univ.erase i, (ε k - ε j) * ‖⟪b k, v⟫_ℂ‖ ^ 2 :=
    Finset.sum_nonneg fun k hk =>
      mul_nonneg (sub_nonneg.mpr (h.rest k (Finset.ne_of_mem_erase hk))) (sq_nonneg _)
  have h3 : ∑ k, (ε k - ε j) * ‖⟪b k, v⟫_ℂ‖ ^ 2 = energy H v - ε j * ‖v‖ ^ 2 := by
    rw [energy_expand h.eigen, ← b.sum_sq_norm_inner_right v, Finset.mul_sum,
      ← Finset.sum_sub_distrib]
    exact Finset.sum_congr rfl fun k _ => by ring
  beta_reduce at h1
  linarith
```

## The plane of the two lowest eigenvectors

For complex a, c, x, y, with ā and c̄ the complex conjugates, orthonormality of bᵢ and bⱼ gives

    ⟨a bᵢ + c bⱼ, x bᵢ + y bⱼ⟩ = ā x + c̄ y.

```lean
/-- Overlap of two vectors in the span of two distinct basis vectors. -/
theorem inner_pair (hij : i ≠ j) (a c x y : ℂ) :
    ⟪a • b i + c • b j, x • b i + y • b j⟫_ℂ = conj a * x + conj c * y := by
  classical
  have h := orthonormal_iff_ite.mp b.orthonormal
  simp only [inner_add_left, inner_add_right, inner_smul_left, inner_smul_right, h, hij,
    hij.symm, if_true, if_false]
  ring
```

Since H(a bᵢ + c bⱼ) = a εᵢ bᵢ + c εⱼ bⱼ, the formula with (x, y) = (a εᵢ, c εⱼ) and with (x, y) = (a, c) gives, for v = a bᵢ + c bⱼ,

    ⟨v,Hv⟩ = E₁|a|² + E₂|c|²,    ‖v‖² = |a|² + |c|².

`Complex.normSq a` is |a|².

```lean
/-- Expectation value and squared norm of a combination of the two lowest eigenvectors. -/
theorem pair_energy (h : LowestPair H b ε i j) (a c : ℂ) :
    energy H (a • b i + c • b j) = ε i * Complex.normSq a + ε j * Complex.normSq c ∧
      ‖a • b i + c • b j‖ ^ 2 = Complex.normSq a + Complex.normSq c := by
  constructor
  · have h1 : H (a • b i + c • b j) = (a * ε i) • b i + (c * ε j) • b j := by
      simp only [map_add, map_smul, h.eigen, smul_smul]
    rw [energy, h1, inner_pair h.ne]
    simp only [Complex.add_re, Complex.mul_re, Complex.mul_im, Complex.conj_re,
      Complex.conj_im, Complex.ofReal_re, Complex.ofReal_im, Complex.normSq_apply]
    ring
  · rw [← inner_self_eq_norm_sq (𝕜 := ℂ), inner_pair h.ne]
    simp only [RCLike.re_to_complex, Complex.add_re, Complex.mul_re, Complex.conj_re,
      Complex.conj_im, Complex.normSq_apply]
    ring
```

The quotient is unchanged by scaling. For v ≠ 0 orthogonal to u, the vector w = v/‖v‖ has unit norm, is orthogonal to u, and satisfies ⟨w,Hw⟩ = R(v).

```lean
/-- Every value of the Rayleigh quotient on the complement of `u` is the expectation value
of a unit vector orthogonal to `u`. -/
theorem normalise {u : E} {r : ℝ} (hr : r ∈ deflatedValues H u) :
    ∃ w, ‖w‖ = 1 ∧ ⟪u, w⟫_ℂ = 0 ∧ energy H w = r := by
  obtain ⟨v, hv, huv, rfl⟩ := hr
  refine ⟨((‖v‖⁻¹ : ℝ) : ℂ) • v, ?_, by rw [inner_smul_right, huv, mul_zero], ?_⟩
  · rw [norm_smul, Complex.norm_real, norm_inv, norm_norm,
      inv_mul_cancel₀ (norm_ne_zero_iff.mpr hv)]
  · simp only [energy, rayleigh, map_smul, inner_smul_left, inner_smul_right,
      Complex.conj_ofReal, Complex.re_ofReal_mul]
    ring
```

## The constrained minimum cannot exceed E₂

Put p = ⟨u,bᵢ⟩ and q = ⟨u,bⱼ⟩. The vector v = a bᵢ + c bⱼ is orthogonal to u when a p + c q = 0, one linear condition on two unknowns. If q = 0, take (a, c) = (0, 1); otherwise take (a, c) = (q, −p), for which |a|² > 0. These are the two branches of `by_cases`. The vector is nonzero and left unnormalised, and its quotient is a weighted mean of the two levels:

    R(v) = (E₁|a|² + E₂|c|²) / (|a|² + |c|²) ≤ E₂.

After clearing the positive denominator the inequality reads (E₂ − E₁)|a|² ≥ 0, the hint passed to `nlinarith`. The norm of u plays no part here.

```lean
/-- For any `u`, some nonzero vector orthogonal to `u` has Rayleigh quotient at most `E₂`. -/
theorem exists_le_second (h : LowestPair H b ε i j) (u : E) :
    ∃ r ∈ deflatedValues H u, r ≤ ε j := by
  -- one linear condition on two coefficients has a nonzero solution
  obtain ⟨a, c, hpos, hac⟩ : ∃ a c : ℂ, 0 < Complex.normSq a + Complex.normSq c ∧
      a * ⟪u, b i⟫_ℂ + c * ⟪u, b j⟫_ℂ = 0 := by
    by_cases hq : ⟪u, b j⟫_ℂ = 0
    · exact ⟨0, 1, by simp, by simp [hq]⟩
    · exact ⟨⟪u, b j⟫_ℂ, -⟪u, b i⟫_ℂ, add_pos_of_pos_of_nonneg (Complex.normSq_pos.mpr hq)
        (Complex.normSq_nonneg _), by ring⟩
  obtain ⟨he, hn⟩ := pair_energy h a c
  refine ⟨_, ⟨a • b i + c • b j, ?_, ?_, rfl⟩, ?_⟩
  · intro h0
    rw [h0, norm_zero] at hn
    linarith
  · rw [inner_add_right, inner_smul_right, inner_smul_right, hac]
  · rw [rayleigh, he, hn, div_le_iff₀ hpos]
    nlinarith [mul_nonneg (sub_nonneg.mpr h.le) (Complex.normSq_nonneg a)]
```

## Two orthonormal vectors carry at least E₁ + E₂

Let u and v be orthonormal. Bessel's inequality for the unit vector bᵢ against this pair says

    |⟨bᵢ,u⟩|² + |⟨bᵢ,v⟩|² ≤ 1.

Adding the lower bound for u to the lower bound for v, both with unit norm,

    ⟨u,Hu⟩ + ⟨v,Hv⟩ ≥ 2E₂ − (E₂ − E₁)(|⟨bᵢ,u⟩|² + |⟨bᵢ,v⟩|²) ≥ 2E₂ − (E₂ − E₁) = E₁ + E₂.

The more of the lowest state u has captured, the less is left for v. In the code `ho` packages u and v as an orthonormal family, `hB` is Bessel's inequality, and the last line multiplies it by the nonnegative gap.

```lean
/-- The expectation values of two orthonormal vectors add up to at least `E₁ + E₂`. -/
theorem pair_sum_ge (h : LowestPair H b ε i j) {u v : E} (hu : ‖u‖ = 1) (hv : ‖v‖ = 1)
    (huv : ⟪u, v⟫_ℂ = 0) : ε i + ε j ≤ energy H u + energy H v := by
  have hvu : ⟪v, u⟫_ℂ = 0 := inner_eq_zero_symm.mp huv
  have ho : Orthonormal ℂ ![u, v] := by
    constructor
    · intro k
      fin_cases k <;> simp [hu, hv]
    · intro k l hkl
      fin_cases k <;> fin_cases l <;>
        first | exact absurd rfl hkl | exact huv | exact hvu
  -- Bessel: `u` and `v` together carry at most unit weight of the lowest state
  have hB : ‖⟪u, b i⟫_ℂ‖ ^ 2 + ‖⟪v, b i⟫_ℂ‖ ^ 2 ≤ ‖b i‖ ^ 2 := by
    have := ho.sum_inner_products_le (s := Finset.univ) (b i)
    rw [Fin.sum_univ_two] at this
    exact this
  rw [b.orthonormal.1 i, norm_inner_symm u, norm_inner_symm v] at hB
  have h1 := energy_lower h u
  have h2 := energy_lower h v
  rw [hu] at h1
  rw [hv] at h2
  nlinarith [mul_nonneg (sub_nonneg.mpr h.le) (sub_nonneg.mpr hB)]
```

## Attainment of the minimum

The unit vectors orthogonal to u form a closed subset of the unit sphere, which is compact in finite dimension (`hK`). The expectation value is continuous (`hc`), so it has a minimiser w on this set whenever the set is nonempty. By the scaling argument every value of R on the complement is the expectation value of such a unit vector, so ⟨w,Hw⟩ is the least value and equals the infimum. `IsLeast S m` means that m belongs to S and is a lower bound of S. Hermiticity is not used in this step.

```lean
/-- In finite dimension the Rayleigh quotient attains its infimum on the complement of `u`,
if that complement has a nonzero vector. -/
theorem deflatedMin_isLeast [FiniteDimensional ℂ E] {u : E}
    (hne : (deflatedValues H u).Nonempty) :
    IsLeast (deflatedValues H u) (deflatedMin H u) := by
  have : ProperSpace E := FiniteDimensional.proper ℂ E
  have hK : IsCompact (Metric.sphere (0 : E) 1 ∩ {w | ⟪u, w⟫_ℂ = 0}) :=
    (isCompact_sphere 0 1).inter_right
      (isClosed_eq (continuous_const.inner continuous_id) continuous_const)
  have hc : Continuous (energy H) :=
    Complex.continuous_re.comp (continuous_id.inner H.continuous_of_finiteDimensional)
  obtain ⟨r, hr⟩ := hne
  obtain ⟨w0, hw0, huw0, -⟩ := normalise hr
  obtain ⟨w, ⟨hw, huw⟩, hmin⟩ :=
    hK.exists_isMinOn ⟨w0, mem_sphere_zero_iff_norm.mpr hw0, huw0⟩ hc.continuousOn
  rw [mem_sphere_zero_iff_norm] at hw
  have hl : IsLeast (deflatedValues H u) (energy H w) := by
    refine ⟨⟨w, norm_ne_zero_iff.mp (by rw [hw]; exact one_ne_zero), huw, ?_⟩, ?_⟩
    · rw [rayleigh, hw, one_pow, div_one]
    · intro s hs
      obtain ⟨x, hx, hux, rfl⟩ := normalise hs
      exact isMinOn_iff.mp hmin x ⟨mem_sphere_zero_iff_norm.mpr hx, hux⟩
  rw [deflatedMin, hl.csInf_eq]
  exact hl
```

## The two-sided bound

The trial vector in the plane of bᵢ and bⱼ shows that the set of values is nonempty and contains some r ≤ E₂, so the minimum exists and m ≤ r ≤ E₂. The normalised minimiser w forms an orthonormal pair with u, so ⟨u,Hu⟩ + m ≥ E₁ + E₂, which rearranges to E₂ − m ≤ ⟨u,Hu⟩ − E₁.

The theorem `next_band_error` assumes that the space has dimension `n + 2` for a natural number n, so that a second level exists, that H is Hermitian (`hH`), and that `‖u‖ = 1`. Nothing requires u to be close to an eigenvector. The conclusions are that `deflatedMin H u` is an attained minimum and the two inequalities. The proof first builds `LowestPair` from Mathlib's eigenvector basis, with i = `Fin.rev 0` and j = `Fin.rev 1`, the last two positions n + 1 and n of the descending list; `omega` checks that every index other than n + 1 is at most n.

```lean
/-- For Hermitian `H` in dimension at least two and a unit vector `u`, the Rayleigh quotient
has a minimum `m` on the complement of `u`, and `0 ≤ E₂ - m ≤ ⟨u, H u⟩ - E₁`. -/
theorem next_band_error [FiniteDimensional ℂ E] {n : ℕ} (hH : H.IsSymmetric)
    (hn : Module.finrank ℂ E = n + 2) {u : E} (hu : ‖u‖ = 1) :
    IsLeast (deflatedValues H u) (deflatedMin H u) ∧
      0 ≤ level hH hn 1 - deflatedMin H u ∧
      level hH hn 1 - deflatedMin H u ≤ energy H u - level hH hn 0 := by
  have h : LowestPair H (hH.eigenvectorBasis hn) (hH.eigenvalues hn) (Fin.rev 0) (Fin.rev 1) := by
    refine ⟨fun k => hH.apply_eigenvectorBasis hn k, Fin.rev_injective.ne (by simp),
      hH.eigenvalues_antitone hn (Fin.rev_le_rev.mpr (Fin.zero_le _)),
      fun k hk => hH.eigenvalues_antitone hn ?_⟩
    have := k.isLt
    simp only [Ne, Fin.ext_iff, Fin.val_rev, Fin.val_zero] at hk
    simp only [Fin.le_def, Fin.val_rev, Fin.val_one]
    omega
  obtain ⟨r, hr, hle⟩ := exists_le_second h u
  have hm := deflatedMin_isLeast ⟨r, hr⟩
  have h1 := hm.2 hr
  -- the normalised minimiser and `u` form an orthonormal pair
  obtain ⟨w, hw, huw, he⟩ := normalise hm.1
  have h2 := pair_sum_ge h hu hw huw
  refine ⟨hm, ?_, ?_⟩ <;> unfold level <;> linarith
```

Because m is the least value, every nonzero vector orthogonal to u, including an unconverged iterate for the second orbital, has a quotient of at least E₂ − (⟨u,Hu⟩ − E₁). The theorem concerns energies only. It gives no bound on the angle between the minimiser and the second eigenvector, treats one deflated vector and not a block of lower bands, assumes exact orthogonality to u in exact arithmetic, and does not describe the conjugate-gradient iteration or its convergence. The right-hand side contains the exact E₁, which a calculation knows only by estimate.

## Equality in the plane of the two lowest states

Let u = a bᵢ + c bⱼ with |a|² + |c|² = 1, and take w = −c̄ bᵢ + ā bⱼ. Then ⟨u,w⟩ = −ā c̄ + c̄ ā = 0 and ‖w‖² = |c|² + |a|² = 1, while

    ⟨u,Hu⟩ + ⟨w,Hw⟩ = (E₁|a|² + E₂|c|²) + (E₁|c|² + E₂|a|²) = E₁ + E₂.

So E₁ + E₂ − ⟨u,Hu⟩ is a value on the complement, and by the pair inequality no value is smaller. The upper bound is then an equality. This theorem takes `LowestPair` as its hypothesis and names the least value directly; `linear_combination` performs the displayed sum using the normalisation `hn`.

```lean
/-- Sharpness: for a unit vector `u` in the span of the two lowest eigenvectors, the minimum
of the Rayleigh quotient on the complement of `u` is exactly `E₁ + E₂ - ⟨u, H u⟩`. -/
theorem next_band_error_sharp (h : LowestPair H b ε i j) (a c : ℂ)
    (hu : ‖a • b i + c • b j‖ = 1) :
    IsLeast (deflatedValues H (a • b i + c • b j))
      (ε i + ε j - energy H (a • b i + c • b j)) := by
  obtain ⟨he, hn⟩ := pair_energy h a c
  obtain ⟨he', hn'⟩ := pair_energy h (-conj c) (conj a)
  rw [hu, one_pow] at hn
  rw [Complex.normSq_neg, Complex.normSq_conj, Complex.normSq_conj] at he' hn'
  have h1 : ‖(-conj c) • b i + conj a • b j‖ ^ 2 = 1 := by linarith
  refine ⟨⟨(-conj c) • b i + conj a • b j, ?_, ?_, ?_⟩, ?_⟩
  · intro h0
    rw [h0, norm_zero] at h1
    norm_num at h1
  · rw [inner_pair h.ne]
    ring
  · rw [rayleigh, h1, div_one, he, he']
    linear_combination (-(ε i + ε j)) * hn
  · intro s hs
    obtain ⟨w, hw, huw, rfl⟩ := normalise hs
    linarith [pair_sum_ge h hu hw huw]

end

end DeflatedBandError
```

```lean
#print axioms DeflatedBandError.next_band_error
#print axioms DeflatedBandError.next_band_error_sharp
```

```
'DeflatedBandError.next_band_error' depends on axioms: [propext, Classical.choice, Quot.sound]
'DeflatedBandError.next_band_error_sharp' depends on axioms: [propext, Classical.choice, Quot.sound]
```

## Dimension two, an exact orbital, and an unnormalised u

The cases that follow are worked in ordinary arithmetic and do not appear as theorems in the code. If u is an exact unit eigenvector of the lowest level, then ⟨u,Hu⟩ = E₁, both bounds are zero and m = E₂. In the smallest dimension, n = 0, every unit vector lies in the plane of bᵢ and bⱼ, so equality always holds. For u = cos θ bᵢ + sin θ bⱼ with a real angle θ, both E₂ − m and ⟨u,Hu⟩ − E₁ equal (E₂ − E₁) sin²θ, which is second order in a small θ.

The upper bound needs ‖u‖ = 1, because it contains ⟨u,Hu⟩ and not R(u). Take H = diag(1, 2) on ℂ² and u = (1/2, 0). The complement of u is spanned by (0, 1), so m = 2 and E₂ − m = 0, whereas ⟨u,Hu⟩ − E₁ = 1/4 − 1 = −3/4. The inequality 0 ≤ E₂ − m survives and the upper bound fails.
